# With site energy 0 and hopping energy -1, the outermost Gershgorin bounds of Hückel butadiene are -2 and 2

In the Hückel model of butadiene, non-interacting electrons move on an open chain of four sites, here with site energy 0 and hopping energy -1. Each row of the Hamiltonian matrix gives a Gershgorin interval, centred on the diagonal entry, whose radius is the sum of the moduli of the off-diagonal entries. The theorem says that the largest upper end of these four intervals is 2 and the smallest lower end is -2; it says nothing about the eigenvalues themselves. For each of the two values, the proof names row `1`, counted from zero, as one where it is attained, then checks the bound on all four rows by cases, leaving the computation to `norm_num`.

Lean 4 with Mathlib refuses this proof:

```lean
import Mathlib

open Matrix Filter Topology

namespace ButadienePurification

noncomputable section

local notation "M₄" => Matrix (Fin 4) (Fin 4) ℝ

/-- Adjacency matrix of the path with four sites. -/
def chain : M₄ := !![0, 1, 0, 0; 1, 0, 1, 0; 0, 1, 0, 1; 0, 0, 1, 0]

/-- The Hückel Hamiltonian of butadiene, with site energy 0 and hopping energy -1. -/
def hueckelH : M₄ := -chain

/-- Gershgorin radius of row `i`: the sum of the moduli of its off-diagonal entries. -/
def radius (H : M₄) (i : Fin 4) : ℝ := ∑ j, if j = i then 0 else |H i j|

/-- The largest upper and the smallest lower Gershgorin bound of the butadiene
Hamiltonian are 2 and -2. -/
theorem gershgorin_bounds :
    IsGreatest (Set.range fun i => hueckelH i i + radius hueckelH i) 2 ∧
    IsLeast (Set.range fun i => hueckelH i i - radius hueckelH i) (-2) := by
  refine ⟨⟨⟨1, ?_⟩, ?_⟩, ⟨⟨1, ?_⟩, ?_⟩⟩
  · norm_num [hueckelH, chain, radius, Fin.sum_univ_four]
  · rintro _ ⟨i, rfl⟩
    fin_cases i <;> norm_num [hueckelH, chain, radius, Fin.sum_univ_four]
  · norm_num [hueckelH, chain, radius, Fin.sum_univ_four]
  · rintro _ ⟨i, rfl⟩
    fin_cases i <;> norm_num [hueckelH, chain, radius, Fin.sum_univ_four]

end

end ButadienePurification
```

The error:

```
Main.lean:26:2: error: unsolved goals
case refine_1
⊢ ((1 + if 2 = 1 then 0 else |![1, 0, 1, 0] 2|) + if 3 = 1 then 0 else |![1, 0, 1, 0] 3|) = 2
Main.lean:27:2: error: unsolved goals
case refine_2.«0»
⊢ ((1 + if 2 = 0 then 0 else |![0, 1, 0, 0] 2|) + if 3 = 0 then 0 else |![0, 1, 0, 0] 3|) ≤ 2

case refine_2.«1»
⊢ ((1 + if 2 = 1 then 0 else |![1, 0, 1, 0] 2|) + if 3 = 1 then 0 else |![1, 0, 1, 0] 3|) ≤ 2

case refine_2.«2»
⊢ ((1 + if 2 = ⟨2, ⋯⟩ then 0 else |![0, 1, 0, 1] 2|) + if 3 = ⟨2, ⋯⟩ then 0 else |![0, 1, 0, 1] 3|) ≤ 2

case refine_2.«3»
⊢ ((if 2 = ⟨3, ⋯⟩ then 0 else |![0, 0, 1, 0] 2|) + if 3 = ⟨3, ⋯⟩ then 0 else |![0, 0, 1, 0] 3|) ≤ 2
Main.lean:29:2: error: unsolved goals
case refine_3
⊢ (-if 3 = 1 then 0 else |![1, 0, 1, 0] 3|) + ((-if 2 = 1 then 0 else |![1, 0, 1, 0] 2|) + -1) = -2
Main.lean:30:2: error: unsolved goals
case refine_4.«0»
⊢ (if 3 = 0 then 0 else |![0, 1, 0, 0] 3|) + -2 + 1 ≤ -if 2 = 0 then 0 else |![0, 1, 0, 0] 2|

case refine_4.«1»
⊢ (if 3 = 1 then 0 else |![1, 0, 1, 0] 3|) + -2 + 1 ≤ -if 2 = 1 then 0 else |![1, 0, 1, 0] 2|

case refine_4.«2»
⊢ (if 3 = ⟨2, ⋯⟩ then 0 else |![0, 1, 0, 1] 3|) + -2 + 1 ≤ -if 2 = ⟨2, ⋯⟩ then 0 else |![0, 1, 0, 1] 2|

case refine_4.«3»
⊢ ((if 2 = ⟨3, ⋯⟩ then 0 else |![0, 0, 1, 0] 2|) + if 3 = ⟨3, ⋯⟩ then 0 else |![0, 0, 1, 0] 3|) ≤ 2
```

The repair, with which the file compiles:

```diff
@@ -24,10 +24,12 @@
     IsLeast (Set.range fun i => hueckelH i i - radius hueckelH i) (-2) := by
   refine ⟨⟨⟨1, ?_⟩, ?_⟩, ⟨⟨1, ?_⟩, ?_⟩⟩
-  · norm_num [hueckelH, chain, radius, Fin.sum_univ_four]
+  · simp [hueckelH, chain, radius, Fin.sum_univ_four]
+    norm_num
   · rintro _ ⟨i, rfl⟩
-    fin_cases i <;> norm_num [hueckelH, chain, radius, Fin.sum_univ_four]
-  · norm_num [hueckelH, chain, radius, Fin.sum_univ_four]
+    fin_cases i <;> simp [hueckelH, chain, radius, Fin.sum_univ_four] <;> norm_num
+  · simp [hueckelH, chain, radius, Fin.sum_univ_four]
+    norm_num
   · rintro _ ⟨i, rfl⟩
-    fin_cases i <;> norm_num [hueckelH, chain, radius, Fin.sum_univ_four]
+    fin_cases i <;> simp [hueckelH, chain, radius, Fin.sum_univ_four] <;> norm_num
 
 end
```

What went wrong. All four messages report unsolved goals, and the goals are true but only partly computed. What is left always concerns columns 2 and 3: tests such as `2 = 1` between indices in `Fin 4`, and vector entries such as `![1, 0, 1, 0] 2`.

`norm_num` does use the `simp` lemmas, and these were enough for columns 0 and 1. But it does not run the default simprocs, the small programs with which `simp` decides equations between `Fin` literals and reads off vector entries at numerals such as 2 and 3. So the `if`s and the entries stayed as they were, and the sums could not be finished.

The repair makes the same change in all four places: `simp` now does the unfolding, with the same list of definitions and lemmas. Its simprocs settle the tests and read off the entries, and a plain `norm_num` then finishes the arithmetic that remains.
